# Stratton closure for Maxwell–Boltzmann carriers in a three-dimensional parabolic band with $\tau \propto E^r$, $r > -5/2$: $dD/dT = (1+r)\mu$ and energy $(5/2+r)T$ per particle in an isothermal current

**Q.** Take non-degenerate carriers of mass $m$ in three dimensions, at temperature $T$ with $k_B = 1$, and a constant relaxation time $\tau_0$. The diffusion coefficient is $D = \tau_0 T/m$, the mobility (velocity per unit force) is $\mu = D/T = \tau_0/m$, so $dD/dT = \mu$. An isothermal current carries $\tfrac52 T$ per particle, not $\tfrac32 T$, because fast carriers weigh more in a flux. I doubt that a statement about integrals captures this.

**A.** That is the case $r = 0$ of $\tau = \tau_0 E^r$, with $E$ the kinetic energy. Let $f_0 \propto n\,T^{-3/2}e^{-E/T}$ be the local distribution with density $n(x)$ and temperature $T(x)$, $F$ the force along $x$, $v_x$ the velocity. The steady-state relaxation-time Boltzmann equation gives, to first order in $\tau$, $f - f_0 = -\tau v_x(\partial_x f_0 - F f_0/T)$. Multiplying by $v_x$ or $E v_x$ and integrating gives the particle and kinetic-energy fluxes

$$J = -(nD)' + \mu n F, \qquad S = -(nD_E)' + (D_E/T)\,nF,$$

with $D = \langle \tau v_x^2\rangle$, $D_E = \langle E\tau v_x^2\rangle$ and a prime for $d/dx$. Here $\langle\cdot\rangle$ is the average over the local Maxwellian normalised to one particle, and $\tau_0$ is taken independent of $x$, so that $\tau$ passes under $\partial_x$. A parabolic band in dimension $d$ has density of states $\propto E^{d/2-1}$ and angular average $v_x^2 \to 2E/(md)$. With $M_s(T) = \int_0^\infty E^s e^{-E/T}dE$ and $c = 2\tau_0/(md)$,

$$D = c\,M_{r+d/2}/M_{d/2-1}, \qquad D_E = c\,M_{r+d/2+1}/M_{d/2-1}.$$

```lean
import Mathlib

open MeasureTheory Set Real

namespace StrattonClosure

noncomputable section

/-- Maxwell-Boltzmann energy moment `M_s(T) = ∫_{E>0} E^s exp(-E/T) dE` (units `k_B = 1`). -/
def moment (s T : ℝ) : ℝ := ∫ E in Ioi (0 : ℝ), E ^ s * exp (-E / T)

/-- Diffusion coefficient `c M_(r+d/2) / M_(d/2-1)` of a parabolic band in dimension `d` with
relaxation time proportional to `E^r`. -/
def diffusivity (d c r T : ℝ) : ℝ := c * moment (r + d / 2) T / moment (d / 2 - 1) T

/-- Mobility from the Einstein relation `μ = D / T`. -/
def mobility (d c r T : ℝ) : ℝ := diffusivity d c r T / T

/-- Energy-weighted diffusion coefficient `D_E = c M_(r+d/2+1) / M_(d/2-1)`. -/
def energyDiffusivity (d c r T : ℝ) : ℝ := c * moment (r + d / 2 + 1) T / moment (d / 2 - 1) T

/-- Particle flux `J = -(n D)' + μ n F` for density `n`, temperature `T` and force `F`. -/
def particleFlux (d c r : ℝ) (n T : ℝ → ℝ) (F x : ℝ) : ℝ :=
  -deriv (fun y => n y * diffusivity d c r (T y)) x + mobility d c r (T x) * n x * F

/-- Energy flux `S = -(n D_E)' + (D_E / T) n F` for density `n`, temperature `T`, force `F`. -/
def energyFlux (d c r : ℝ) (n T : ℝ → ℝ) (F x : ℝ) : ℝ :=
  -deriv (fun y => n y * energyDiffusivity d c r (T y)) x
    + energyDiffusivity d c r (T x) / T x * n x * F
```

**Q.** So the Boltzmann equation never appears in the Lean code.

**A.** Correct. The local Maxwellian, the Einstein relation and both flux formulas enter as definitions, and the theorems are their consequences. The real number `c` carries the scattering strength and inverse mass; it depends on neither $T$ nor $x$. For phonon scattering the strength depends on the lattice temperature, so $T$ is then the carrier temperature alone, and the lattice temperature is held fixed and uniform. Degenerate statistics, non-parabolic bands and ballistic transport are not covered. For non-degenerate carriers in a parabolic band with power-law $\tau$, and under the local-Maxwellian assumption, these coefficients fix the particle and energy fluxes of an energy-transport model; the energy-relaxation term of its balance equations is a separate input, not treated here.

**Q.** How are the moments evaluated?

**A.** Substitute $E = Tu$: $M_s = T^{s+1}\int_0^\infty u^s e^{-u}du = T^{s+1}\Gamma(s+1)$ for $s > -1$, $T > 0$. The proof takes Mathlib's scaled Gamma integral with rate $1/T$.

```lean
/-- Closed form of the moments: `M_s(T) = T^(s+1) Γ(s+1)` for `s > -1` and `T > 0`. -/
theorem moment_eq {s T : ℝ} (hs : -1 < s) (hT : 0 < T) :
    moment s T = T ^ (s + 1) * Gamma (s + 1) := by
  have h := Real.integral_rpow_mul_exp_neg_mul_Ioi (a := s + 1) (r := 1 / T)
    (by linarith) (by positivity)
  rw [one_div_one_div, add_sub_cancel_right] at h
  have e : ∀ E : ℝ, -E / T = -(1 / T * E) := by
    intro E
    ring
  simp only [moment, e]
  exact h
```

**Q.** Is $s > -1$ physics or convenience?

**A.** It is exactly convergence at $E \to 0$. On $(0,1)$ we have $E^s \le e^{1/T}E^s e^{-E/T}$, which is the bound behind `h2`, so integrability of the integrand forces that of $E^s$, hence $s > -1$. Conversely, a non-integrable function has integral $0$ in Lean, contradicting $T^{s+1}\Gamma(s+1) > 0$. With $s = r + d/2$ the condition reads $r > -1 - d/2$, and $s = d/2 - 1$ requires $d > 0$.

```lean
/-- At `T > 0` the integrand `E^s exp(-E/T)` is integrable on `E > 0` exactly when `s > -1`. -/
theorem integrableOn_moment_iff {s T : ℝ} (hT : 0 < T) :
    IntegrableOn (fun E : ℝ => E ^ s * exp (-E / T)) (Ioi 0) ↔ -1 < s := by
  constructor
  · intro h
    have h1 : IntegrableOn (fun E : ℝ => E ^ s * exp (-E / T)) (Ioo 0 1) :=
      h.mono_set Ioo_subset_Ioi_self
    -- on (0,1) the Boltzmann factor is at least exp(-1/T), so E^s itself is integrable
    have h2 : IntegrableOn (fun E : ℝ => E ^ s) (Ioo 0 1) := by
      refine Integrable.mono' (Integrable.const_mul h1 (exp (1 / T))) ?_ ?_
      · exact (measurable_id.pow_const s).aestronglyMeasurable
      · refine (ae_restrict_iff' measurableSet_Ioo).2
          (Filter.Eventually.of_forall fun E hE => ?_)
        show ‖E ^ s‖ ≤ exp (1 / T) * (E ^ s * exp (-E / T))
        have hp : 0 ≤ E ^ s := Real.rpow_nonneg hE.1.le s
        have hb : 1 ≤ exp (1 / T) * exp (-E / T) := by
          rw [← Real.exp_add]
          apply Real.one_le_exp
          have e : 1 / T + -E / T = (1 - E) / T := by ring
          rw [e]
          exact div_nonneg (by linarith [hE.2]) hT.le
        rw [Real.norm_of_nonneg hp]
        nlinarith [mul_le_mul_of_nonneg_left hb hp]
    exact (intervalIntegral.integrableOn_Ioo_rpow_iff one_pos).1 h2
  · intro hs
    by_contra hn
    have h0 : moment s T = 0 := integral_undef hn
    have hG : 0 < Gamma (s + 1) := Real.Gamma_pos_of_pos (by linarith)
    rw [moment_eq hs hT] at h0
    exact (mul_pos (Real.rpow_pos_of_pos hT _) hG).ne' h0
```

From $\Gamma(s+2) = (s+1)\Gamma(s+1)$, which by hand is integration by parts, follows $M_{s+1} = (s+1)TM_s$.

```lean
/-- Recurrence of the moments: `M_(s+1)(T) = (s+1) T M_s(T)` for `s > -1` and `T > 0`. -/
theorem moment_succ {s T : ℝ} (hs : -1 < s) (hT : 0 < T) :
    moment (s + 1) T = (s + 1) * T * moment s T := by
  rw [moment_eq (s := s + 1) (by linarith) hT, moment_eq hs hT,
    Real.Gamma_add_one (s := s + 1) (by linarith : (0 : ℝ) < s + 1).ne',
    Real.rpow_add_one hT.ne' (s + 1)]
  ring
```

**Q.** Since $M_{r+3/2} \propto T^{r+5/2}$, I would get $dD/dT = (r + 5/2)\mu$.

**A.** That forgets the normalisation, which also depends on $T$; your own $r = 0$ case refutes it. Dividing,

$$D = c\,\frac{T^{r+d/2+1}\,\Gamma(r+d/2+1)}{T^{d/2}\,\Gamma(d/2)} = c\,\frac{\Gamma(r+d/2+1)}{\Gamma(d/2)}\,T^{r+1}.$$

Step `e` splits the power and `key` cancels $T^{d/2}$. The dimension survives only in the prefactor.

```lean
/-- For `d > 0`, `r > -1 - d/2` and `T > 0` the diffusion coefficient is the power law `c
Γ(r+d/2+1)/Γ(d/2) T^(r+1)`. -/
theorem diffusivity_eq {d r T : ℝ} (c : ℝ) (hd : 0 < d) (hr : -1 - d / 2 < r) (hT : 0 < T) :
    diffusivity d c r T = c * Gamma (r + d / 2 + 1) / Gamma (d / 2) * T ^ (r + 1) := by
  have key : ∀ A B G H : ℝ, B ≠ 0 → H ≠ 0 → c * (A * B * G) / (B * H) = c * G / H * A := by
    intro A B G H hB hH
    field_simp
  have e : T ^ (r + d / 2 + 1) = T ^ (r + 1) * T ^ (d / 2) := by
    rw [← Real.rpow_add hT]
    congr 1
    ring
  unfold diffusivity
  rw [moment_eq (s := r + d / 2) (by linarith) hT,
    moment_eq (s := d / 2 - 1) (by linarith) hT, sub_add_cancel, e]
  exact key _ _ _ _ (Real.rpow_pos_of_pos hT _).ne'
    (Real.Gamma_pos_of_pos (by linarith)).ne'
```

Differentiating the power gives $dD/dT = (1+r)D/T = (1+r)\mu$. A derivative needs the power law near $T$, not only at $T$, and `hev` supplies that from the neighbourhood $t > 0$.

```lean
/-- Temperature derivative: `dD/dT = (1 + r) μ` for `d > 0`, `r > -1 - d/2` and `T > 0`. -/
theorem hasDerivAt_diffusivity {d r T : ℝ} (c : ℝ) (hd : 0 < d) (hr : -1 - d / 2 < r)
    (hT : 0 < T) : HasDerivAt (diffusivity d c r) ((1 + r) * mobility d c r T) T := by
  have h := (Real.hasDerivAt_rpow_const (x := T) (p := r + 1) (Or.inl hT.ne')).const_mul
    (c * Gamma (r + d / 2 + 1) / Gamma (d / 2))
  -- D agrees with the power law on a neighbourhood of T
  have hev : diffusivity d c r =ᶠ[nhds T]
      fun t => c * Gamma (r + d / 2 + 1) / Gamma (d / 2) * t ^ (r + 1) := by
    filter_upwards [Ioi_mem_nhds hT] with t ht
    exact diffusivity_eq c hd hr ht
  refine (h.congr_of_eventuallyEq hev).congr_deriv ?_
  rw [mobility, diffusivity_eq c hd hr hT, Real.rpow_sub_one hT.ne']
  ring
```

The recurrence at $s = r + d/2$, divided by the positive $M_{r+d/2}$, gives $M_{r+d/2+1}/M_{r+d/2} = (d/2+1+r)T$. The normalising moment $M_{d/2-1}$ does not enter, so $d > 0$ is not assumed.

```lean
/-- Moment ratio: `M_(r+d/2+1) / M_(r+d/2) = (d/2 + 1 + r) T` for `r > -1 - d/2` and `T > 0`. -/
theorem energy_per_particle {d r T : ℝ} (hr : -1 - d / 2 < r) (hT : 0 < T) :
    moment (r + d / 2 + 1) T / moment (r + d / 2) T = (d / 2 + 1 + r) * T := by
  have hs : -1 < r + d / 2 := by linarith
  have hpos : 0 < moment (r + d / 2) T := by
    rw [moment_eq hs hT]
    exact mul_pos (Real.rpow_pos_of_pos hT _) (Real.Gamma_pos_of_pos (by linarith))
  rw [moment_succ hs hT, mul_div_assoc, div_self hpos.ne']
  ring
```

Setting $d = 3$ gives the main theorem: for any real $c$, $r > -5/2$ and $T > 0$, the function $t \mapsto cM_{r+3/2}(t)/M_{1/2}(t)$ has derivative $(1+r)D/T$ at $T$, and $M_{r+5/2}/M_{r+3/2} = (5/2+r)T$. At $r = 0$ these are your $\mu$ and $\tfrac52 T$.

```lean
/-- Stratton closure in three dimensions: for `r > -5/2`, `T > 0` and
`D = c M_(r+3/2)/M_(1/2)`, one has `dD/dT = (1+r) D/T` and `M_(r+5/2)/M_(r+3/2) = (5/2+r) T`. -/
theorem stratton_closure {r T : ℝ} (c : ℝ) (hr : -5 / 2 < r) (hT : 0 < T) :
    HasDerivAt (fun t => c * moment (r + 3 / 2) t / moment (1 / 2) t)
      ((1 + r) * (c * moment (r + 3 / 2) T / moment (1 / 2) T / T)) T ∧
    moment (r + 5 / 2) T / moment (r + 3 / 2) T = (5 / 2 + r) * T := by
  have hr' : -1 - (3 : ℝ) / 2 < r := by linarith
  constructor
  · have e : (3 : ℝ) / 2 - 1 = 1 / 2 := by norm_num
    rw [← e]
    exact hasDerivAt_diffusivity c (by norm_num) hr' hT
  · rw [show r + 5 / 2 = r + 3 / 2 + 1 by ring, energy_per_particle hr' hT]
    ring
```

**Q.** What breaks without `hr`?

**A.** Try $r = -3$, $T = 1$; this example is my own arithmetic, not a theorem of the file. The numerator $M_{-1/2} = \sqrt\pi$ is finite, the denominator $M_{-3/2}$ diverges, and the formula predicts $-\tfrac12$, impossible for a weighted mean of positive energies. Lean's conventions would make the left side $\sqrt\pi/0 = 0$, still not $-\tfrac12$.

**Q.** What does $(1+r)\mu$ do in a current?

**A.** Let the profiles `n` and `T` be differentiable at `x`, with derivatives `n'` and `T'`, and $T(x) > 0$; `F` is the force there. The chain rule (`comp`) and product rule (`mul`) give $(nD)' = n'D + n(1+r)\mu T'$.

```lean
/-- For `d > 0`, `r > -1 - d/2`, `T x > 0` and `n`, `T` differentiable at `x`, the spatial gradient
of `n D(T)` equals `n' D + n (1 + r) μ T'`. -/
theorem hasDerivAt_density_mul_diffusivity {d r x n' T' : ℝ} {n T : ℝ → ℝ} (c : ℝ)
    (hd : 0 < d) (hr : -1 - d / 2 < r) (hpos : 0 < T x)
    (hn : HasDerivAt n n' x) (hT : HasDerivAt T T' x) :
    HasDerivAt (fun y => n y * diffusivity d c r (T y))
      (n' * diffusivity d c r (T x) + n x * ((1 + r) * mobility d c r (T x) * T')) x := by
  have h0 := hn.mul ((hasDerivAt_diffusivity c hd hr hpos).comp x hT)
  exact h0
```

Inserting this, $J = -Dn' - (1+r)\mu nT' + \mu nF$, so $(1+r)\mu n$ multiplies the temperature gradient.

```lean
/-- For `d > 0`, `r > -1 - d/2`, `T x > 0` and `n`, `T` differentiable at `x`, the particle flux
splits into diffusion, thermal diffusion and drift: `J = -D n' - (1 + r) μ n T' + μ n F`. -/
theorem particleFlux_eq {d r x n' T' : ℝ} {n T : ℝ → ℝ} (c F : ℝ)
    (hd : 0 < d) (hr : -1 - d / 2 < r) (hpos : 0 < T x)
    (hn : HasDerivAt n n' x) (hT : HasDerivAt T T' x) :
    particleFlux d c r n T F x = -diffusivity d c r (T x) * n'
      - (1 + r) * mobility d c r (T x) * n x * T' + mobility d c r (T x) * n x * F := by
  unfold particleFlux
  rw [(hasDerivAt_density_mul_diffusivity c hd hr hpos hn hT).deriv]
  ring
```

**Q.** And does the moment ratio really measure energy per particle?

**A.** Write $\kappa = d/2+1+r$. The recurrence gives $D_E = \kappa TD$, which is `hE`; continuity keeps $T$ positive near $x$, so the identity may be differentiated. Using $D = T\mu$,

$$S = -\kappa T' nD - \kappa T(nD)' + \kappa T\mu nF = \kappa\,(TJ - nDT').$$

Where $T' = 0$ this is $S = \kappa TJ$, with $\kappa T = (5/2+r)T$ in three dimensions. Otherwise a conduction term $-\kappa nDT'$ is added, which remains when $J = 0$.

```lean
/-- For `d > 0`, `r > -1 - d/2`, `T x > 0` and `n`, `T` differentiable at `x`, the energy flux in
terms of the particle flux is `S = (d/2 + 1 + r) (T J - n D T')`. -/
theorem energyFlux_eq {d r x n' T' : ℝ} {n T : ℝ → ℝ} (c F : ℝ)
    (hd : 0 < d) (hr : -1 - d / 2 < r) (hpos : 0 < T x)
    (hn : HasDerivAt n n' x) (hT : HasDerivAt T T' x) :
    energyFlux d c r n T F x = (d / 2 + 1 + r) *
      (T x * particleFlux d c r n T F x - n x * diffusivity d c r (T x) * T') := by
  -- D_E = (d/2 + 1 + r) T D by the moment recurrence
  have hE : ∀ t, 0 < t →
      energyDiffusivity d c r t = (d / 2 + 1 + r) * t * diffusivity d c r t := by
    intro t ht
    unfold energyDiffusivity diffusivity
    rw [moment_succ (s := r + d / 2) (by linarith) ht]
    ring
  have hprod := hasDerivAt_density_mul_diffusivity c hd hr hpos hn hT
  have h0 := (hT.const_mul (d / 2 + 1 + r)).mul hprod
  have h1 : HasDerivAt (fun y => (d / 2 + 1 + r) * T y * (n y * diffusivity d c r (T y)))
      ((d / 2 + 1 + r) * T' * (n x * diffusivity d c r (T x)) + (d / 2 + 1 + r) * T x *
        (n' * diffusivity d c r (T x) + n x * ((1 + r) * mobility d c r (T x) * T'))) x := h0
  -- the temperature stays positive near x
  have hev : (fun y => n y * energyDiffusivity d c r (T y)) =ᶠ[nhds x]
      fun y => (d / 2 + 1 + r) * T y * (n y * diffusivity d c r (T y)) := by
    filter_upwards [hT.continuousAt.preimage_mem_nhds (Ioi_mem_nhds hpos)] with y hy
    rw [hE (T y) hy]
    ring
  unfold energyFlux particleFlux
  rw [(h1.congr_of_eventuallyEq hev).deriv, hprod.deriv, hE (T x) hpos]
  unfold mobility
  ring

end

end StrattonClosure
```

```lean
#print axioms StrattonClosure.integrableOn_moment_iff
-- 'StrattonClosure.integrableOn_moment_iff' depends on axioms: [propext, Classical.choice, Quot.sound]
#print axioms StrattonClosure.stratton_closure
-- 'StrattonClosure.stratton_closure' depends on axioms: [propext, Classical.choice, Quot.sound]
#print axioms StrattonClosure.particleFlux_eq
-- 'StrattonClosure.particleFlux_eq' depends on axioms: [propext, Classical.choice, Quot.sound]
#print axioms StrattonClosure.energyFlux_eq
-- 'StrattonClosure.energyFlux_eq' depends on axioms: [propext, Classical.choice, Quot.sound]
```
